# A finite double group of proper rotations splits exactly when half its order is odd

A rotation by the angle \(\theta\) about the unit axis \((n_x,n_y,n_z)\) acts on spin 1/2 through the unit quaternion \(q=\cos\frac\theta2+\sin\frac\theta2\,(n_x\mathbf i+n_y\mathbf j+n_z\mathbf k)\), so that \(q\) and \(-q\) give the same spatial rotation and \(-1\) is the rotation by \(2\pi\). Here a double group is a finite group \(E\) of unit quaternions containing \(-1\), so that only proper rotations enter, and it splits if \(E=H\cup -H\) for a subgroup \(H\) with \(-1\notin H\).

In Lean 4 with Mathlib:

```lean
import Mathlib

open scoped Quaternion

namespace DoubleGroupSplitting

noncomputable section

/-- The group of unit quaternions, in which spin-1/2 rotations are composed. -/
abbrev UnitQuat := unitary ℍ[ℝ]

/-- `E` has product form: there is a subgroup `H` without `-1` such that `E = H ∪ -H`. -/
def Splits (E : Subgroup UnitQuat) : Prop :=
  ∃ H : Subgroup UnitQuat, -1 ∉ H ∧ ∀ g, g ∈ E ↔ g ∈ H ∨ -g ∈ H

/-- In a finite group whose only element of order two is `z`, a subgroup `H` without `z` with
`G = H ∪ zH` exists exactly when half the order of the group is odd. -/
theorem complement_iff_odd {G : Type*} [Group G] [Finite G] (z : G) (hz1 : z ≠ 1)
    (hz2 : z * z = 1) (huniq : ∀ x : G, x * x = 1 → x = 1 ∨ x = z) :
    (∃ H : Subgroup G, z ∉ H ∧ ∀ g, g ∈ H ∨ z * g ∈ H) ↔ Odd (Nat.card G / 2) := by
  have hprime : Fact (Nat.Prime 2) := ⟨Nat.prime_two⟩
  constructor
  · rintro ⟨H, hzH, hcov⟩
    -- Cauchy: an even-order H would contain an involution, hence z
    have hodd : ¬ 2 ∣ Nat.card H := by
      intro h2
      obtain ⟨x, hx⟩ := exists_prime_orderOf_dvd_card' 2 h2
      have hx2 : x * x = 1 := by
        have h := pow_orderOf_eq_one x
        rwa [hx, sq] at h
      rcases huniq (x : G) (congrArg Subtype.val hx2) with h | h
      · have h1 : x = 1 := Subtype.ext h
        rw [h1, orderOf_one] at hx
        omega
      · exact hzH (h ▸ x.2)
    have hidx : H.index = 2 := by
      rw [Subgroup.index_eq_two_iff']
      refine ⟨z, fun b => ?_⟩
      by_cases hb : b ∈ H
      · refine Or.inr ⟨hb, fun h => hzH ?_⟩
        simpa using H.mul_mem h (H.inv_mem hb)
      · exact Or.inl ⟨(hcov b).resolve_left hb, hb⟩
    have hc := H.index_mul_card
    rw [hidx] at hc
    rw [Nat.odd_iff]
    omega
  · intro hodd
    -- z is central, since a conjugate of z is again an involution
    have hconj : ∀ g : G, g * z * g⁻¹ = z := by
      intro g
      have hsq : (g * z * g⁻¹) * (g * z * g⁻¹) = 1 := by
        calc _ = g * (z * z) * g⁻¹ := by group
          _ = 1 := by rw [hz2, mul_one, mul_inv_cancel]
      rcases huniq _ hsq with h | h
      · exfalso
        apply hz1
        calc z = g⁻¹ * (g * z * g⁻¹) * g := by group
          _ = 1 := by rw [h, mul_one, inv_mul_cancel]
      · exact h
    have hmem : ∀ n ∈ Subgroup.zpowers z, n = 1 ∨ n = z := by
      intro n hn
      obtain ⟨k, rfl⟩ := Subgroup.mem_zpowers_iff.1 hn
      apply huniq
      rw [← (Commute.refl z).mul_zpow, hz2, one_zpow]
    have hnormal : (Subgroup.zpowers z).Normal := ⟨fun n hn g => by
      rcases hmem n hn with h | h
      · rw [h, mul_one, mul_inv_cancel]
        exact Subgroup.one_mem _
      · rw [h, hconj]
        exact Subgroup.mem_zpowers z⟩
    have hcard : Nat.card (Subgroup.zpowers z) = 2 := by
      rw [Nat.card_zpowers]
      exact orderOf_eq_prime (by rw [sq, hz2]) hz1
    have hc := (Subgroup.zpowers z).index_mul_card
    rw [hcard] at hc
    rw [Nat.odd_iff] at hodd
    have hcop : Nat.Coprime (Nat.card (Subgroup.zpowers z)) (Subgroup.zpowers z).index := by
      rw [hcard]
      exact (Nat.Prime.coprime_iff_not_dvd Nat.prime_two).2 (by omega)
    -- Schur-Zassenhaus supplies a complement of {1, z}
    obtain ⟨H, hH⟩ := Subgroup.exists_right_complement'_of_coprime hcop
    refine ⟨H, fun h => hz1 (Subgroup.disjoint_def.1 hH.disjoint (Subgroup.mem_zpowers z) h),
      fun g => ?_⟩
    obtain ⟨⟨⟨n, hn⟩, ⟨h, hh⟩⟩, hg⟩ := (Subgroup.IsComplement.existsUnique hH g).exists
    have hg' : n * h = g := hg
    rcases hmem n hn with e | e
    · left
      rw [← hg', e, one_mul]
      exact hh
    · right
      rw [← hg', e, ← mul_assoc, hz2, one_mul]
      exact hh

/-- The negative of a unit quaternion is its negative as a quaternion. -/
theorem coe_neg (x : UnitQuat) : ((-x : UnitQuat) : ℍ[ℝ]) = -(x : ℍ[ℝ]) := rfl

/-- The unit quaternion `-1` differs from `1`. -/
theorem neg_one_ne_one : (-1 : UnitQuat) ≠ 1 := by
  intro h
  have h1 : (-1 : ℍ[ℝ]) = 1 := congrArg Subtype.val h
  have h2 : (-1 : ℍ[ℝ]).re = (1 : ℍ[ℝ]).re := by rw [h1]
  norm_num at h2

/-- A unit quaternion whose square is `1` equals `1` or `-1`. -/
theorem eq_or_eq_neg_of_mul_self (x : UnitQuat) (h : x * x = 1) : x = 1 ∨ x = -1 := by
  have h1 : (x : ℍ[ℝ]) * x = 1 := congrArg Subtype.val h
  rcases mul_self_eq_one_iff.1 h1 with e | e
  · exact Or.inl (Subtype.ext e)
  · exact Or.inr (Subtype.ext e)

/-- A finite group `E` of unit quaternions containing `-1` has product form exactly when
half its order is odd. -/
theorem splits_iff_odd (E : Subgroup UnitQuat) [Finite E] (hE : -1 ∈ E) :
    Splits E ↔ Odd (Nat.card E / 2) := by
  rw [← complement_iff_odd (⟨-1, hE⟩ : E)
    (fun h => neg_one_ne_one (congrArg Subtype.val h))
    (Subtype.ext (show (-1 : UnitQuat) * -1 = 1 by simp))
    (fun x hx => (eq_or_eq_neg_of_mul_self x.1 (congrArg Subtype.val hx)).imp
      (fun e => Subtype.ext e) (fun e => Subtype.ext e))]
  constructor
  · rintro ⟨H, h1, hcov⟩
    refine ⟨H.subgroupOf E, fun h => h1 (Subgroup.mem_subgroupOf.1 h), fun g => ?_⟩
    rcases (hcov g.1).1 g.2 with h | h
    · exact Or.inl (Subgroup.mem_subgroupOf.2 h)
    · refine Or.inr (Subgroup.mem_subgroupOf.2 ?_)
      show -1 * g.1 ∈ H
      rwa [neg_mul, one_mul]
  · rintro ⟨H, h1, hcov⟩
    refine ⟨H.map E.subtype, ?_, fun g => ⟨fun hg => ?_, ?_⟩⟩
    · rintro ⟨x, hx, e⟩
      have e' : x = ⟨-1, hE⟩ := Subtype.ext e
      exact h1 (e' ▸ hx)
    · rcases hcov ⟨g, hg⟩ with h | h
      · exact Or.inl ⟨_, h, rfl⟩
      · exact Or.inr ⟨_, h, show -1 * g = -g by rw [neg_mul, one_mul]⟩
    · rintro (⟨x, -, e⟩ | ⟨x, -, e⟩)
      · have e' : x.1 = g := e
        exact e' ▸ x.2
      · have e' : x.1 = -g := e
        have h := E.mul_mem hE x.2
        rwa [e', neg_mul_neg, one_mul] at h

/-- A group of unit quaternions, finite or not, containing an element whose square is `-1`
has no product form. -/
theorem not_splits_of_mul_self (E : Subgroup UnitQuat) (q : UnitQuat) (hq : q ∈ E)
    (hsq : q * q = -1) : ¬ Splits E := by
  rintro ⟨H, h1, hcov⟩
  apply h1
  rcases (hcov q).1 hq with h | h
  · exact hsq ▸ H.mul_mem h h
  · have h2 := H.mul_mem h h
    rwa [neg_mul_neg, hsq] at h2

/-- If `q ^ n = -1` with `n` odd, the cyclic group generated by `q` has product form. -/
theorem splits_zpowers_of_odd (q : UnitQuat) (n : ℕ) (hn : Odd n) (hq : q ^ n = -1) :
    Splits (Subgroup.zpowers q) := by
  have h2 : q ^ (2 * n) = 1 := by
    rw [mul_comm, pow_mul, hq, sq, neg_mul_neg, one_mul]
  have hfin : IsOfFinOrder q :=
    isOfFinOrder_iff_pow_eq_one.2 ⟨2 * n, by have := hn.pos; omega, h2⟩
  have hfinite : Finite (Subgroup.zpowers q) :=
    Nat.finite_of_card_ne_zero (by rw [Nat.card_zpowers]; exact hfin.orderOf_pos.ne')
  rw [splits_iff_odd _ (hq ▸ Subgroup.pow_mem _ (Subgroup.mem_zpowers q) n), Nat.card_zpowers]
  have hd : orderOf q ∣ 2 * n := orderOf_dvd_of_pow_eq_one h2
  -- the order is even, for otherwise q ^ n = 1
  have he : 2 ∣ orderOf q := by
    by_contra h
    have hc := ((Nat.Prime.coprime_iff_not_dvd Nat.prime_two).2 h).symm
    have h3 := orderOf_dvd_iff_pow_eq_one.1 (hc.dvd_of_dvd_mul_left hd)
    exact neg_one_ne_one (hq.symm.trans h3)
  obtain ⟨m, hm⟩ := he
  rw [hm] at hd ⊢
  rw [Nat.mul_div_cancel_left m (by norm_num)]
  exact Odd.of_dvd_nat hn (Nat.dvd_of_mul_dvd_mul_left (by norm_num) hd)

/-- The quaternion `a + b i + c j + d k`. -/
def quat (a b c d : ℝ) : ℍ[ℝ] := ⟨a, b, c, d⟩

/-- The four components of `a + b i + c j + d k` are `a`, `b`, `c`, `d`. -/
theorem quat_coords (a b c d : ℝ) : (quat a b c d).re = a ∧ (quat a b c d).imI = b ∧
    (quat a b c d).imJ = c ∧ (quat a b c d).imK = d := ⟨rfl, rfl, rfl, rfl⟩

/-- The unit quaternion `i`. -/
def qi : UnitQuat :=
  ⟨quat 0 1 0 0, ⟨by ext <;> simp [quat_coords], by ext <;> simp [quat_coords]⟩⟩

/-- The unit quaternion `j`. -/
def qj : UnitQuat :=
  ⟨quat 0 0 1 0, ⟨by ext <;> simp [quat_coords], by ext <;> simp [quat_coords]⟩⟩

/-- The unit quaternion `k`. -/
def qk : UnitQuat :=
  ⟨quat 0 0 0 1, ⟨by ext <;> simp [quat_coords], by ext <;> simp [quat_coords]⟩⟩

/-- The multiplication table of `i`, `j`, `k`. -/
theorem mul_table : qi * qi = -1 ∧ qj * qj = -1 ∧ qk * qk = -1 ∧ qi * qj = qk ∧
    qj * qi = -qk ∧ qj * qk = qi ∧ qk * qj = -qi ∧ qk * qi = qj ∧ qi * qk = -qj := by
  refine ⟨?_, ?_, ?_, ?_, ?_, ?_, ?_, ?_, ?_⟩ <;> apply Subtype.ext <;> ext <;>
    simp [qi, qj, qk, coe_neg, quat_coords]

/-- The double group of D2: the subgroup `{±1, ±i, ±j, ±k}` of the unit quaternions. -/
def doubleD2 : Subgroup UnitQuat where
  carrier := {1, -1, qi, -qi, qj, -qj, qk, -qk}
  one_mem' := by simp
  mul_mem' := by
    obtain ⟨h1, h2, h3, h4, h5, h6, h7, h8, h9⟩ := mul_table
    intro a b ha hb
    simp only [Set.mem_insert_iff, Set.mem_singleton_iff] at ha hb
    rcases ha with rfl | rfl | rfl | rfl | rfl | rfl | rfl | rfl <;>
      rcases hb with rfl | rfl | rfl | rfl | rfl | rfl | rfl | rfl <;>
      simp [h1, h2, h3, h4, h5, h6, h7, h8, h9]
  inv_mem' := by
    obtain ⟨h1, h2, h3, -⟩ := mul_table
    intro x hx
    simp only [Set.mem_insert_iff, Set.mem_singleton_iff] at hx
    have h4 : x * (x * x * x) = 1 := by
      rcases hx with rfl | rfl | rfl | rfl | rfl | rfl | rfl | rfl <;> simp [h1, h2, h3]
    rw [inv_eq_of_mul_eq_one_right h4]
    rcases hx with rfl | rfl | rfl | rfl | rfl | rfl | rfl | rfl <;> simp [h1, h2, h3]

/-- The double group of D2 has order 8, contains `-1`, contains the non-commuting elements
`i` and `j`, and has no product form. -/
theorem doubleD2_witness : Nat.card doubleD2 = 8 ∧ -1 ∈ doubleD2 ∧
    (qi ∈ doubleD2 ∧ qj ∈ doubleD2 ∧ qi * qj ≠ qj * qi) ∧ ¬ Splits doubleD2 := by
  classical
  obtain ⟨-, -, h3, h4, h5, -⟩ := mul_table
  have hset : (doubleD2 : Set UnitQuat) =
      ↑({1, -1, qi, -qi, qj, -qj, qk, -qk} : Finset UnitQuat) := by
    simp only [Finset.coe_insert, Finset.coe_singleton]
    rfl
  have hcard : Nat.card doubleD2 = 8 := by
    have h : Nat.card doubleD2 = (doubleD2 : Set UnitQuat).ncard :=
      Nat.card_coe_set_eq (doubleD2 : Set UnitQuat)
    rw [h, hset, Set.ncard_coe_finset, Finset.card_insert_of_notMem,
      Finset.card_insert_of_notMem, Finset.card_insert_of_notMem, Finset.card_insert_of_notMem,
      Finset.card_insert_of_notMem, Finset.card_insert_of_notMem, Finset.card_insert_of_notMem,
      Finset.card_singleton]
    all_goals try simp only [Finset.mem_insert, Finset.mem_singleton, Subtype.ext_iff, coe_neg,
      OneMemClass.coe_one, qi, qj, qk, Quaternion.ext_iff]
    all_goals norm_num [quat_coords]
  have hneg : (-1 : UnitQuat) ∈ doubleD2 := Or.inr (Or.inl rfl)
  have hfinite : Finite doubleD2 := Nat.finite_of_card_ne_zero (by omega)
  refine ⟨hcard, hneg, ⟨Or.inr (Or.inr (Or.inl rfl)),
    Or.inr (Or.inr (Or.inr (Or.inr (Or.inl rfl)))), fun h => ?_⟩, ?_⟩
  · rw [h4, h5] at h
    have h6 : qk * qk = -qk * qk := congrArg (· * qk) h
    rw [neg_mul, h3, neg_neg] at h6
    exact neg_one_ne_one h6
  · rw [splits_iff_odd _ hneg, hcard, Nat.odd_iff]
    norm_num

end

end DoubleGroupSplitting
```

```lean
#print axioms DoubleGroupSplitting.splits_iff_odd
#print axioms DoubleGroupSplitting.not_splits_of_mul_self
#print axioms DoubleGroupSplitting.splits_zpowers_of_odd
```

```
'DoubleGroupSplitting.splits_iff_odd' depends on axioms: [propext, Classical.choice, Quot.sound]
'DoubleGroupSplitting.not_splits_of_mul_self' depends on axioms: [propext, Classical.choice, Quot.sound]
'DoubleGroupSplitting.splits_zpowers_of_odd' depends on axioms: [propext, Classical.choice, Quot.sound]
```

## What the statements say

`UnitQuat` is the group of unit quaternions, standing for SU(2). `Splits E` asks for a subgroup `H` with `-1 ∉ H` and `g ∈ E ↔ g ∈ H ∨ -g ∈ H`. Such an \(H\) contains exactly one of each pair \(\pm g\), which is the product form \(E\cong H\times\{\pm1\}\). With \(|E|\) the order, `splits_iff_odd` states for finite \(E\ni-1\) that
\[ E \text{ splits} \iff |E|/2 \text{ is odd}. \]
The number \(|E|/2\) is the order of the point group \(E/\{\pm1\}\). The map from quaternions to rotations serves here as interpretation and is not formalised, and only proper rotations are modelled: inversion, mirrors, translations and time reversal are absent.

`not_splits_of_mul_self` excludes splitting for any \(E\), finite or not, that contains \(q\) with \(q^2=-1\), the lift of a two-fold rotation. `splits_zpowers_of_odd` says that the cyclic group generated by \(q\) splits if \(q^n=-1\) with \(n\) odd. `doubleD2_witness` says that \(\{\pm1,\pm\mathbf i,\pm\mathbf j,\pm\mathbf k\}\), the double of \(D_2\), has order 8, contains \(-1\), has \(\mathbf{ij}\ne\mathbf{ji}\), and does not split.

## Why it is true

Quaternions have no zero divisors, so \(x^2=1\) gives \((x-1)(x+1)=0\) and \(x=\pm1\) (`eq_or_eq_neg_of_mul_self`). Hence \(-1\), which differs from \(1\) by `neg_one_ne_one`, is the only element of order two. The lemma `complement_iff_odd` uses just this: \(G\) is a finite group, \(z\neq1\), \(z^2=1\), and `huniq` says that \(x^2=1\) forces \(x\in\{1,z\}\).

Suppose \(z\notin H\) and every \(g\) has \(g\in H\) or \(zg\in H\). If \(|H|\) were even, Cauchy's theorem would give an element of order two in \(H\), which must be \(z\); so \(|H|\) is odd (`hodd`). Both \(b\) and \(zb\) in \(H\) would give \(z=(zb)b^{-1}\in H\), so exactly one of them lies in \(H\), and the index is 2 (`hidx`). Then \(|G|=2|H|\) and \(|G|/2=|H|\) is odd.

Conversely let \(|G|/2\) be odd. For any \(g\), \((gzg^{-1})^2=gz^2g^{-1}=1\) and \(gzg^{-1}\ne1\), so \(gzg^{-1}=z\) (`hconj`). Thus \(N=\{1,z\}\), written `Subgroup.zpowers z`, is normal of order 2, coprime to its odd index \(|G|/2\) (`hcop`). The Schur–Zassenhaus theorem, taken from Mathlib as `Subgroup.exists_right_complement'_of_coprime`, gives \(H\) with \(N\cap H=\{1\}\) and every \(g=\nu h\), \(\nu\in N\), \(h\in H\). For \(\nu=1\) we have \(g\in H\), and for \(\nu=z\) we have \(zg=h\in H\). The theorem `splits_iff_odd` applies this with \(G=E\), \(z=-1\), moving subgroups in by `subgroupOf` and out by `map E.subtype`.

If \(q^2=-1\) and \(E\) split, one of \(\pm q\) would lie in \(H\), and so would its square \(-1\). If \(q^n=-1\) with \(n\) odd, then \(q^{2n}=1\), so the order \(d\) of \(q\) divides \(2n\). An odd \(d\) would divide \(n\) and give \(q^n=1\) (`he`). So \(d=2m\) with \(m\mid n\), \(m\) is odd, and the main theorem applies.

For `doubleD2`, closure is checked on all 64 products from `mul_table`, and inverses come from \(x^{-1}=x^3\). Equality of \(\mathbf{ij}=\mathbf k\) and \(\mathbf{ji}=-\mathbf k\), multiplied by \(\mathbf k\), would give \(-1=1\). Since \(8/2=4\) is even, the group does not split.

## Examples and use

The examples below illustrate the theorems and are not themselves statements in the file.

The smallest double group is \(E=\{\pm1\}\), with \(|E|/2=1\) and \(H=\{1\}\); it is the case \(q=-1\), \(n=1\).

The hypothesis `hE` matters. With \(\omega=-\frac12+\frac{\sqrt3}{2}\mathbf k\), the group \(\{1,\omega,\omega^2\}\) has `Nat.card E / 2` equal to 1, because the division rounds down, yet `Splits E` fails: putting \(g=-1\) in the definition forces \(-1\in E\). Without `huniq`, the group \(\mathbb Z_2\times\mathbb Z_2\) has such a subgroup \(H\) for each \(z\ne1\) although \(4/2\) is even.

For a three-fold axis, \(q=\cos\frac\pi3+\sin\frac\pi3\,\mathbf k\) has \(q^3=-1\). Taking \(H=\{1,q,q^2\}\), the lifts at \(\theta=0,\,2\pi/3,\,4\pi/3\), is wrong, since \(q\cdot q^2=-1\). The subgroup is \(\{1,q^2,q^4\}=\{1,q^2,-q\}\).

In an electronic-structure calculation with spin-orbit coupling, each operation \(R\) of a finite group of proper rotations is given a unitary \(2\times2\) spinor matrix \(U(R)\) of determinant 1, which fixes it up to sign, and \(U(R)U(S)=\pm U(RS)\). Splitting means that the signs can be chosen so that every product carries \(+\), and by the theorem this happens exactly when the group of proper rotations has odd order; among the crystallographic point groups without improper operations these are \(C_1\) and \(C_3\). For \(D_2\), with Pauli matrices \(\sigma_x,\sigma_y,\sigma_z\) and imaginary unit \(\mathrm i\), the elements \(\mathbf i,\mathbf j,\mathbf k\) correspond to \(-\mathrm i\sigma_x,-\mathrm i\sigma_y,-\mathrm i\sigma_z\), which anticommute although the three spatial rotations commute.
